# Zero-point energy of coupled harmonic oscillators as half the trace of a positive definite square root of the mass-weighted force-constant matrix (ħ = 1)

Finitely many coupled harmonic oscillators are described by a real, positive definite, mass-weighted force-constant matrix `C`, whose eigenvalues are the squared normal-mode frequencies. With ħ = 1, their zero-point energy is half the sum of the square roots of these eigenvalues. The theorem states that there is a positive definite matrix `S` with `S * S = C` and that half its trace is this energy. The proof diagonalises `C` with an orthogonal matrix `U`, replaces each eigenvalue by its square root, and transforms back to get `S`.

Lean 4 with Mathlib refuses this proof:

```lean
import Mathlib

open Matrix

namespace ExistsSqrt

noncomputable section

variable {m n : Type*} [Fintype m] [DecidableEq m] [Fintype n] [DecidableEq n]

/-- Half the sum of the square roots of the eigenvalues of a symmetric matrix `C`. If `C` is
positive semidefinite and is the mass-weighted force-constant matrix of coupled oscillators, this is
their zero-point energy (with ħ = 1). -/
def zeroPointEnergy {C : Matrix n n ℝ} (hC : C.IsHermitian) : ℝ :=
  (1 / 2) * ∑ i, √(hC.eigenvalues i)

/-- A positive definite mass-weighted force-constant matrix has a positive definite square root, and
half the trace of this root is the zero-point energy. -/
theorem exists_sqrt {C : Matrix n n ℝ} (hC : C.PosDef) :
    ∃ S : Matrix n n ℝ, S.PosDef ∧ S * S = C ∧
      zeroPointEnergy hC.isHermitian = trace S / 2 := by
  have hH := hC.isHermitian
  -- normal modes
  obtain ⟨U, hU, hs⟩ : ∃ U : Matrix n n ℝ, Uᴴ * U = 1 ∧
      U * diagonal hH.eigenvalues * Uᴴ = C :=
    ⟨hH.eigenvectorUnitary, mem_unitaryGroup_iff'.mp hH.eigenvectorUnitary.2,
      (hH.spectral_theorem.trans (by rw [Unitary.conjStarAlgAut_apply]; rfl)).symm⟩
  have hU' : U * Uᴴ = 1 := mul_eq_one_comm.mp hU
  have hpos : ∀ i, 0 < hH.eigenvalues i := fun i => hC.eigenvalues_pos i
  have hsq : ∀ i, √(hH.eigenvalues i) * √(hH.eigenvalues i) = hH.eigenvalues i :=
    fun i => Real.mul_self_sqrt (hpos i).le
  refine ⟨U * diagonal (fun i => √(hH.eigenvalues i)) * Uᴴ, ?_, ?_, ?_⟩
  · refine (PosDef.diagonal fun i => Real.sqrt_pos.mpr (hpos i)).mul_mul_conjTranspose_same ?_
    intro x y h
    have h2 := congrArg (fun z => z ᵥ* Uᴴ) h
    simpa [vecMul_vecMul, hU'] using h2
  · calc _ = U * (diagonal (fun i => √(hH.eigenvalues i)) * (Uᴴ * U)
          * diagonal (fun i => √(hH.eigenvalues i))) * Uᴴ := by simp only [Matrix.mul_assoc]
      _ = U * diagonal hH.eigenvalues * Uᴴ := by
          rw [hU, Matrix.mul_one, diagonal_mul_diagonal]
          simp only [hsq]
      _ = C := hs
  · rw [trace_mul_cycle, hU, Matrix.one_mul, trace_diagonal, zeroPointEnergy]
    ring

end

end ExistsSqrt
```

Messages:

```
Main.lean:36:4: error: Type mismatch: After simplification, term
  h2
 has type
  x ᵥ* (U * Uᵀ) = y ᵥ* (U * Uᵀ)
but is expected to have type
  x = y
```

This version goes through:

```diff
@@ -34,5 +34,5 @@
     intro x y h
     have h2 := congrArg (fun z => z ᵥ* Uᴴ) h
-    simpa [vecMul_vecMul, hU'] using h2
+    simpa only [vecMul_vecMul, hU', vecMul_one] using h2
   · calc _ = U * (diagonal (fun i => √(hH.eigenvalues i)) * (Uᴴ * U)
           * diagonal (fun i => √(hH.eigenvalues i))) * Uᴴ := by simp only [Matrix.mul_assoc]
```

Cause. The error is in the proof that `S` is positive definite, where `x ᵥ* U = y ᵥ* U` has to give `x = y`. The attempt multiplies both sides by `Uᴴ` on the right and means to cancel `U * Uᴴ` with `hU'`. But `simpa [...]` also uses Lean's default simp lemmas, and these turn the conjugate transpose `Uᴴ` into the plain transpose `Uᵀ`, since the entries are real. The product becomes `U * Uᵀ`, which the left side of `hU'`, still written `U * Uᴴ`, does not match. So the product stays in `h2`, as the message shows, and `h2` does not close the goal `x = y`.

The repair uses `simpa only`, which leaves out the default lemma that rewrites `Uᴴ`. Now `vecMul_vecMul` gathers the two multiplications into `U * Uᴴ`, and `hU'` turns this into `1`. The added `vecMul_one` then removes the multiplication by `1`; it has to be named because `only` shuts out the default simp lemmas.
